# The threshold for a real level shift to expel two-level degeneracies from the closed unit disc

A perturbation series for an energy, evaluated at full coupling \(z=1\), can diverge because an intruder state meets the reference state at some complex coupling with \(|z|<1\). If a real level shift is added to the zeroth-order energy of the intruder and subtracted again in the perturbation, how large must it be to move every such meeting point out of the unit disc?

```lean
import Mathlib

open Matrix

namespace IntruderLevelShift

noncomputable section

/-- Two-level Hamiltonian at complex coupling `z`, with zeroth-order gap `d + s`, coupling `v`
and diagonal perturbation `w - s`; the real number `s` is the level shift. -/
def shiftedHamiltonian (d w v s : ℝ) (z : ℂ) : Matrix (Fin 2) (Fin 2) ℂ :=
  !![0, z * v; z * v, (d : ℂ) + s + z * (w - s)]

/-- The characteristic determinant of a two-level matrix is the square `(x - μ)²` for some
complex energy `μ`. -/
def HasRepeatedEigenvalue (M : Matrix (Fin 2) (Fin 2) ℂ) : Prop :=
  ∃ μ : ℂ, ∀ x : ℂ, (x • (1 : Matrix (Fin 2) (Fin 2) ℂ) - M).det = (x - μ) ^ 2

/-- The coupling `-(d + s) / (w - s + 2iv)`; when `v = 0` and `s = w`, Lean's division by zero gives
the value `0`. -/
def branchPoint (d w v s : ℝ) : ℂ :=
  -((d : ℂ) + s) / ((w : ℂ) - s + 2 * v * Complex.I)

/-- The critical level shift `(w - d)/2 + 2v²/(d + w)`, meant for `d + w ≠ 0`; when `d + w = 0`,
Lean's division by zero leaves only `(w - d)/2`. -/
def criticalShift (d w v : ℝ) : ℝ := (w - d) / 2 + 2 * v ^ 2 / (d + w)

/-- At full coupling `z = 1` the Hamiltonian does not depend on the level shift. -/
theorem physical_hamiltonian_unchanged (d w v s : ℝ) :
    shiftedHamiltonian d w v s 1 = shiftedHamiltonian d w v 0 1 := by
  ext i j
  fin_cases i <;> fin_cases j <;> simp [shiftedHamiltonian]

/-- The two levels coincide exactly when the discriminant of the secular equation vanishes. -/
theorem repeated_iff_discriminant (d w v s : ℝ) (z : ℂ) :
    HasRepeatedEigenvalue (shiftedHamiltonian d w v s z) ↔
      ((d : ℂ) + s + z * (w - s)) ^ 2 + 4 * z ^ 2 * v ^ 2 = 0 := by
  have hdet : ∀ x : ℂ,
      (x • (1 : Matrix (Fin 2) (Fin 2) ℂ) - shiftedHamiltonian d w v s z).det =
        x ^ 2 - x * ((d : ℂ) + s + z * (w - s)) - z ^ 2 * v ^ 2 := by
    intro x
    simp [shiftedHamiltonian, Matrix.det_fin_two]
    ring
  constructor
  · rintro ⟨μ, h⟩
    -- compare the two quadratics at x = 0 and x = 1
    have h0 := h 0
    have h1 := h 1
    rw [hdet] at h0 h1
    have ht : (d : ℂ) + s + z * (w - s) - 2 * μ = 0 := by linear_combination h0 - h1
    linear_combination ((d : ℂ) + s + z * (w - s) + 2 * μ) * ht - 4 * h0
  · intro h
    refine ⟨((d : ℂ) + s + z * (w - s)) / 2, fun x => ?_⟩
    rw [hdet]
    linear_combination (-1 / 4 : ℂ) * h

/-- Every degeneracy `z` satisfies `|z|² ((w - s)² + 4v²) = (d + s)²`. -/
theorem norm_sq_of_repeated {d w v s : ℝ} {z : ℂ}
    (h : HasRepeatedEigenvalue (shiftedHamiltonian d w v s z)) :
    ‖z‖ ^ 2 * ((w - s) ^ 2 + 4 * v ^ 2) = (d + s) ^ 2 := by
  rw [repeated_iff_discriminant] at h
  have key : ∀ u : ℝ, u ^ 2 = v ^ 2 →
      z * (((w - s : ℝ) : ℂ) + ((2 * u : ℝ) : ℂ) * Complex.I) = ((-(d + s) : ℝ) : ℂ) →
      ‖z‖ ^ 2 * ((w - s) ^ 2 + 4 * v ^ 2) = (d + s) ^ 2 := by
    intro u hu hz
    have h' := congrArg Complex.normSq hz
    rw [Complex.normSq_mul, Complex.normSq_add_mul_I, Complex.normSq_ofReal,
      Complex.normSq_eq_norm_sq] at h'
    linear_combination h' - 4 * ‖z‖ ^ 2 * hu
  -- the discriminant splits into two linear factors in z
  have hf : ((d : ℂ) + s + z * (w - s) + 2 * z * v * Complex.I) *
      ((d : ℂ) + s + z * (w - s) - 2 * z * v * Complex.I) = 0 := by
    linear_combination h - 4 * z ^ 2 * v ^ 2 * Complex.I_sq
  rcases mul_eq_zero.mp hf with h1 | h1
  · exact key v rfl (by push_cast; linear_combination h1)
  · exact key (-v) (by ring) (by push_cast; linear_combination h1)

/-- Unless `v = 0` and `s = w`, the levels coincide at the coupling `branchPoint`. -/
theorem branchPoint_repeated {d w v s : ℝ} (h : (w - s) ^ 2 + 4 * v ^ 2 ≠ 0) :
    HasRepeatedEigenvalue (shiftedHamiltonian d w v s (branchPoint d w v s)) := by
  have hD : (w : ℂ) - s + 2 * v * Complex.I ≠ 0 := by
    intro h0
    have h1 : (((w - s) ^ 2 + 4 * v ^ 2 : ℝ) : ℂ) = 0 := by
      push_cast
      linear_combination ((w : ℂ) - s - 2 * v * Complex.I) * h0 + 4 * v ^ 2 * Complex.I_sq
    exact h (Complex.ofReal_eq_zero.mp h1)
  have hz : branchPoint d w v s * ((w : ℂ) - s + 2 * v * Complex.I) = -((d : ℂ) + s) :=
    (eq_div_iff hD).mp rfl
  rw [repeated_iff_discriminant]
  generalize branchPoint d w v s = z at hz ⊢
  linear_combination ((d : ℂ) + s + z * (w - s) - 2 * z * v * Complex.I) * hz +
    4 * z ^ 2 * v ^ 2 * Complex.I_sq

/-- For nonzero coupling `v` and gap `d + s`, the Hamiltonian at a degeneracy is defective:
it differs from a multiple `μ` of the identity by a nonzero matrix of square zero. -/
theorem defective_of_repeated {d w v s : ℝ} {z : ℂ} (hv : v ≠ 0) (hds : d + s ≠ 0)
    (h : HasRepeatedEigenvalue (shiftedHamiltonian d w v s z)) :
    ∃ μ : ℂ, shiftedHamiltonian d w v s z - μ • 1 ≠ 0 ∧
      (shiftedHamiltonian d w v s z - μ • 1) ^ 2 = 0 := by
  have hn := norm_sq_of_repeated h
  rw [repeated_iff_discriminant] at h
  have hz : z ≠ 0 := by
    rintro rfl
    apply pow_ne_zero 2 hds
    rw [← hn, norm_zero]
    ring
  refine ⟨((d : ℂ) + s + z * (w - s)) / 2, fun h0 => ?_, ?_⟩
  · have h1 := congrFun (congrFun h0 0) 1
    simp [shiftedHamiltonian] at h1
    exact h1.elim hz hv
  · -- the square is the discriminant over four, times the identity
    have hsq : (shiftedHamiltonian d w v s z - (((d : ℂ) + s + z * (w - s)) / 2) • 1) ^ 2 =
        ((((d : ℂ) + s + z * (w - s)) ^ 2 + 4 * z ^ 2 * v ^ 2) / 4) •
          (1 : Matrix (Fin 2) (Fin 2) ℂ) := by
      rw [Matrix.one_fin_two]
      ext i j
      fin_cases i <;> fin_cases j <;>
        simp [shiftedHamiltonian, pow_two, Matrix.mul_apply, Fin.sum_univ_two] <;> ring
    rw [hsq, h, zero_div, zero_smul]

/-- All degeneracies lie outside the closed unit disc exactly when
`(w - s)² + 4v² < (d + s)²`. -/
theorem outside_iff_gap (d w v s : ℝ) :
    (∀ z : ℂ, HasRepeatedEigenvalue (shiftedHamiltonian d w v s z) → 1 < ‖z‖) ↔
      (w - s) ^ 2 + 4 * v ^ 2 < (d + s) ^ 2 := by
  have hnn : 0 ≤ (w - s) ^ 2 + 4 * v ^ 2 := by positivity
  constructor
  · intro h
    by_cases hD : (w - s) ^ 2 + 4 * v ^ 2 = 0
    · -- a vanishing gap would put a degeneracy at z = 0
      have hds : d + s ≠ 0 := by
        intro h0
        have h0' : (d : ℂ) + s = 0 := by exact_mod_cast h0
        have h1 := h 0 ((repeated_iff_discriminant d w v s 0).mpr (by simp [h0']))
        rw [norm_zero] at h1
        linarith
      rw [hD]
      exact lt_of_le_of_ne (sq_nonneg _) (Ne.symm (pow_ne_zero 2 hds))
    · have hr := branchPoint_repeated (d := d) hD
      have h1 := h _ hr
      have hn := norm_sq_of_repeated hr
      have hpos := lt_of_le_of_ne hnn (Ne.symm hD)
      have h2 : 1 < ‖branchPoint d w v s‖ ^ 2 := by nlinarith
      have h3 := mul_pos (sub_pos.mpr h2) hpos
      linarith
  · intro h z hz
    have hn := norm_sq_of_repeated hz
    by_contra hle
    have h1 : ‖z‖ ^ 2 ≤ 1 := pow_le_one₀ (norm_nonneg z) (not_lt.mp hle)
    have h2 := mul_le_mul_of_nonneg_right h1 hnn
    linarith

/-- For `d + w ≠ 0`, the quantity `(d + s)² - (w - s)² - 4v²` equals `2(d + w)` times the difference
between the level shift and the critical shift. -/
theorem gap_identity {d w : ℝ} (h : d + w ≠ 0) (v s : ℝ) :
    (d + s) ^ 2 - ((w - s) ^ 2 + 4 * v ^ 2) = 2 * (d + w) * (s - criticalShift d w v) := by
  have hc : (d + w) * (2 * v ^ 2 / (d + w)) = 2 * v ^ 2 := mul_div_cancel₀ _ h
  unfold criticalShift
  linear_combination 2 * hc

/-- For `d + w > 0`, all degeneracies lie outside the closed unit disc exactly when the level
shift exceeds `(w - d)/2 + 2v²/(d + w)`. -/
theorem intruder_expelled_iff {d w : ℝ} (h : 0 < d + w) (v s : ℝ) :
    (∀ z : ℂ, HasRepeatedEigenvalue (shiftedHamiltonian d w v s z) → 1 < ‖z‖) ↔
      (w - d) / 2 + 2 * v ^ 2 / (d + w) < s := by
  change _ ↔ criticalShift d w v < s
  have e := gap_identity h.ne' v s
  rw [outside_iff_gap]
  constructor
  · intro hg
    by_contra hc
    have h1 := mul_nonneg h.le (sub_nonneg.mpr (not_lt.mp hc))
    linarith
  · intro hs
    have h1 := mul_pos h (sub_pos.mpr hs)
    linarith

/-- For `d + w < 0` the criterion is reversed: the level shift must lie below the critical
shift. -/
theorem expelled_iff_of_neg {d w : ℝ} (h : d + w < 0) (v s : ℝ) :
    (∀ z : ℂ, HasRepeatedEigenvalue (shiftedHamiltonian d w v s z) → 1 < ‖z‖) ↔
      s < criticalShift d w v := by
  have e := gap_identity h.ne v s
  rw [outside_iff_gap]
  constructor
  · intro hg
    by_contra hc
    have h1 := mul_nonneg (neg_pos.mpr h).le (sub_nonneg.mpr (not_lt.mp hc))
    linarith
  · intro hs
    have h1 := mul_pos (neg_pos.mpr h) (sub_pos.mpr hs)
    linarith

/-- For `d + w = 0` no real level shift places all degeneracies outside the closed unit disc. -/
theorem no_shift_of_zero {d w : ℝ} (h : d + w = 0) (v s : ℝ) :
    ¬ ∀ z : ℂ, HasRepeatedEigenvalue (shiftedHamiltonian d w v s z) → 1 < ‖z‖ := by
  rw [outside_iff_gap]
  have hd : d = -w := by linarith
  rw [hd]
  nlinarith [sq_nonneg v]

/-- For `d + w ≠ 0`, at the critical level shift every degeneracy lies on the unit circle. -/
theorem norm_eq_one_at_critical {d w v : ℝ} (h : d + w ≠ 0) {z : ℂ}
    (hz : HasRepeatedEigenvalue (shiftedHamiltonian d w v (criticalShift d w v) z)) :
    ‖z‖ = 1 := by
  have hn := norm_sq_of_repeated hz
  have e := gap_identity h v (criticalShift d w v)
  rw [sub_self, mul_zero] at e
  generalize criticalShift d w v = s at hn e
  have hD : (w - s) ^ 2 + 4 * v ^ 2 ≠ 0 := by
    intro h0
    have h1 : w - s = 0 :=
      (pow_eq_zero_iff two_ne_zero).mp (by nlinarith [sq_nonneg (w - s), sq_nonneg v])
    have h2 : d + s = 0 := (pow_eq_zero_iff two_ne_zero).mp (by linarith)
    exact h (by linarith)
  have h1 : ‖z‖ ^ 2 = 1 := mul_right_cancel₀ hD (by linear_combination hn + e)
  exact (sq_eq_sq₀ (norm_nonneg z) zero_le_one).mp (by rw [h1, one_pow])

end

end IntruderLevelShift
```

```lean
#print axioms IntruderLevelShift.intruder_expelled_iff
-- 'IntruderLevelShift.intruder_expelled_iff' depends on axioms: [propext, Classical.choice, Quot.sound]
#print axioms IntruderLevelShift.expelled_iff_of_neg
-- 'IntruderLevelShift.expelled_iff_of_neg' depends on axioms: [propext, Classical.choice, Quot.sound]
#print axioms IntruderLevelShift.no_shift_of_zero
-- 'IntruderLevelShift.no_shift_of_zero' depends on axioms: [propext, Classical.choice, Quot.sound]
#print axioms IntruderLevelShift.norm_eq_one_at_critical
-- 'IntruderLevelShift.norm_eq_one_at_critical' depends on axioms: [propext, Classical.choice, Quot.sound]
```

## The model and its critical shift

The reference state has energy zero, and its diagonal perturbation is also zero. The second state has zeroth-order energy \(d\), diagonal perturbation \(w\) and coupling \(v\) to the reference, all real. With the real shift \(s\), `shiftedHamiltonian d w v s z` is

\[
H(z)=\begin{pmatrix}0&0\\0&d+s\end{pmatrix}
+z\begin{pmatrix}0&v\\v&w-s\end{pmatrix},\qquad z\in\mathbb C .
\]

At \(z=1\) the shift cancels, which is `physical_hamiltonian_unchanged`. The shift alters the path from the zeroth-order problem to the physical one, but not the endpoint. The sum \(d+w\) is the difference between the diagonal energies at full coupling, so \(d+w>0\) means that the second state lies above the reference there, before mixing.

`HasRepeatedEigenvalue` says that \(\det(x-H(z))=(x-\mu)^2\) for some complex \(\mu\) and all complex \(x\). The main theorem, `intruder_expelled_iff`, states that for \(d+w>0\) every \(z\) with this property satisfies \(|z|>1\) if and only if

\[
s>s_c=\frac{w-d}{2}+\frac{2v^2}{d+w}.
\]

The coupling \(v\) may be zero, but the reference energy is then zero for every \(z\), and a crossing inside the disc does not make its series diverge. The condition \(|z|>1\) also excludes the unit circle, so the inequality for \(s\) is strict.

As a two-state model of intruders in multireference perturbation theory, this gives the threshold for a real, compensated shift; it does not treat imaginary shifts or several interacting intruders. The criterion bears on the convergence of the whole series, not on the accuracy of a second-order energy. The theorems locate degeneracies, while the step from there to convergence of the energy series belongs to the usual theory of power series.

## From the secular equation to the threshold

Write \(a=d+s\) for the shifted gap and \(b=w-s\) for the shifted diagonal perturbation. Then

\[
\det(x-H(z))=x^2-x(a+zb)-z^2v^2 ,
\]

which is a perfect square exactly when its discriminant vanishes:

\[
(a+zb)^2+4z^2v^2=0 .
\]

The left side factors over the complex numbers,

\[
\bigl(a+z(b+2iv)\bigr)\bigl(a+z(b-2iv)\bigr)=0 ,
\]

so a degeneracy satisfies \(z(b\pm2iv)=-a\) for one of the signs. Taking squared moduli gives, for either sign,

\[
|z|^2(b^2+4v^2)=a^2 .
\]

Suppose first that \(b^2+4v^2\neq0\). Then \(z=-a/(b+2iv)\) is a degeneracy, and all degeneracies have the same modulus. They lie outside the closed unit disc exactly when \(b^2+4v^2<a^2\).

If \(b^2+4v^2=0\), then \(b=v=0\) and the discriminant is the constant \(a^2\). For \(a\neq0\) there are no degeneracies, and the inequality \(0<a^2\) holds. For \(a=0\) every \(z\) is a degeneracy, including \(z=0\), and the inequality fails. The criterion \(b^2+4v^2<a^2\) is therefore correct for all real parameters.

It remains to solve for \(s\). Since \(a+b=d+w\) and \(a-b=d-w+2s\),

\[
a^2-b^2-4v^2=(d+w)(d-w+2s)-4v^2=2(d+w)(s-s_c).
\]

For \(d+w>0\) this is positive exactly when \(s>s_c\).

## How the Lean proof follows the algebra

`repeated_iff_discriminant` expands the determinant. In the forward direction it compares the two quadratics at \(x=0\) and \(x=1\), which gives \(\mu=(a+zb)/2\) and then the vanishing discriminant. In the other direction it supplies this \(\mu\).

`norm_sq_of_repeated` carries out the factorisation. Its auxiliary statement `key` takes squared moduli once for a real \(u\) with \(u^2=v^2\), and is then applied to \(u=v\) and \(u=-v\). `branchPoint_repeated` checks that the explicit coupling is a degeneracy when its denominator is nonzero.

`outside_iff_gap` combines these results and makes the same case distinction as above. For the forward implication it tests the hypothesis at the explicit degeneracy, or at \(z=0\) in the exceptional case. For the converse, \(|z|\le1\) would give \(a^2\le b^2+4v^2\), a contradiction. `gap_identity` is the last displayed identity, and `intruder_expelled_iff` reads off its sign.

The other signs of \(d+w\) use the same criterion. For \(d+w<0\), `expelled_iff_of_neg` reverses the condition to \(s<s_c\). For \(d+w=0\), the difference \(a^2-b^2-4v^2\) equals \(-4v^2\le0\), so no real shift succeeds, as `no_shift_of_zero` states. At \(s=s_c\) with \(d+w\neq0\), `norm_eq_one_at_critical` puts every degeneracy on the unit circle: here \(a^2=b^2+4v^2\), and this common value is nonzero because \(a=b=0\) would force \(d+w=0\).

`defective_of_repeated` distinguishes these points from ordinary crossings when \(v\neq0\) and \(d+s\neq0\). With \(\mu=(a+zb)/2\),

\[
(H(z)-\mu)^2=\frac{(a+zb)^2+4z^2v^2}{4}\,I=0 ,
\]

where \(I\) is the identity matrix. The off-diagonal entry \(zv\) of \(H(z)-\mu\) is nonzero, since \(z=0\) would require \(a=0\). The matrix \(H(z)\) therefore cannot be diagonalised at the degeneracy.

## An intruder with \(d=w=v=1\)

Here \(s_c=0+2/2=1\), and the physical matrix \(H(1)\) has eigenvalues \(1\pm\sqrt2\) for every shift. The degeneracies move as follows:

| \(s\) | \(a\) | \(b\) | degeneracies \(z\) | \(\lvert z\rvert\) |
|---|---|---|---|---|
| 0 | 1 | 1 | \(-0.2\pm0.4i\) | \(1/\sqrt5\approx0.447\) |
| 1 | 2 | 0 | \(\pm i\) | 1 |
| 2 | 3 | −1 | \(0.6\pm1.2i\) | \(3/\sqrt5\approx1.342\) |

Without a shift the pair lies well inside the disc; at \(s=2\) it lies outside.
